# The sum of the m lowest eigenvalues is concave in the Hermitian matrix

If I know the total π energy of two Hückel Hamiltonians $A$ and $B$ and estimate the energy of a mixture by linear interpolation, I don't know whether my estimate is too high or too low. The orbitals change along the way, levels may cross, and $A$ and $B$ need not commute, so following individual levels doesn't settle the sign.

I believe the sign is always the same. Write $F_m(A)$ for the sum of the $m$ lowest eigenvalues of $A$, counted with multiplicity. For Hermitian matrices of the same finite size and $0\le s\le 1$, the claim is

$$F_m\big((1-s)A+sB\big)\;\ge\;(1-s)F_m(A)+sF_m(B).$$

Can this be proved rigorously, with degeneracies included, and checked by machine in Lean 4?

## One density matrix serves as a trial state for both Hamiltonians

Yes. The idea is to take the optimal density matrix of the mixture and use it as a trial state for $A$ and for $B$.

Let $\varepsilon_i$ be the eigenvalues of $A$, and define $F_m(A)$ as the minimum of $\sum_{i\in S}\varepsilon_i$ over all sets $S$ of $m$ levels.

**Aufbau filling.** Let $S$ attain the minimum, with $i\in S$ and $j\notin S$. Moving the electron from $i$ to $j$ changes the energy by $\varepsilon_j-\varepsilon_i$, which cannot be negative. So no occupied level lies above an empty one.

**Fractional occupations.** Let $0\le p_i\le 1$ with $\sum_i p_i=m$. Choose $\mu$ with $\varepsilon_i\le\mu$ for $i\in S$ and $\varepsilon_i\ge\mu$ for $i\notin S$: the highest occupied level will do, or any lower bound on the spectrum if $m=0$. Let $\chi_i$ be 1 on $S$ and 0 elsewhere. Then $(p_i-\chi_i)(\varepsilon_i-\mu)\ge 0$ for every $i$, since both factors are $\le 0$ on $S$ and both are $\ge 0$ off it. Summing gives

$$0\le\sum_i p_i\varepsilon_i-\sum_{i\in S}\varepsilon_i-\mu\Big(\sum_i p_i-m\Big),$$

and the last bracket vanishes. Hence $F_m(A)\le\sum_i p_i\varepsilon_i$.

**Variational bound.** Let $D$ be a one-particle density matrix: $D\ge 0$, $1-D\ge 0$, $\operatorname{tr}D=m$. Write $A=V\,\mathrm{diag}(\varepsilon)\,V^\dagger$ with $V$ unitary. Cyclicity of the trace gives

$$\operatorname{Re}\operatorname{tr}(DA)=\sum_i p_i\varepsilon_i,\qquad p_i=\operatorname{Re}(V^\dagger DV)_{ii}.$$

The two positivity conditions give $0\le p_i\le1$, and $\sum_i p_i=\operatorname{tr}D=m$. Therefore $F_m(A)\le\operatorname{Re}\operatorname{tr}(DA)$.

**Attainment.** Put $Q=\mathrm{diag}(\chi)$ and $D=VQV^\dagger$, the projector on the filled orbitals. Then $D\ge0$, $1-D=V(1-Q)V^\dagger\ge0$ and $\operatorname{tr}D=m$. Since $V^\dagger DV=Q$, the energy is $\sum_{i\in S}\varepsilon_i=F_m(A)$.

**Concavity.** Let $D$ be optimal for $C=(1-s)A+sB$. The energy is linear in the Hamiltonian, so

$$F_m(C)=(1-s)\operatorname{Re}\operatorname{tr}(DA)+s\operatorname{Re}\operatorname{tr}(DB)\ge(1-s)F_m(A)+sF_m(B).$$

**First-order bound.** If instead $D$ is optimal for $A$, the variational bound for $B$ reads

$$F_m(B)\le\operatorname{Re}\operatorname{tr}(DB)=F_m(A)+\operatorname{Re}\operatorname{tr}\big(D(B-A)\big).$$

For a fixed number of non-interacting electrons in a finite orthonormal basis, linear interpolation between the filled-level energies of two Hamiltonians thus never overestimates the filled-level energy of their linear mixture. A first-order estimate from an optimal density matrix of a reference Hamiltonian never underestimates the filled-level energy of the new Hamiltonian.

## Extrapolation beyond the endpoints can reverse the inequality

The condition $s\le1$ is needed. Take two sites, $m=1$, $A=\mathrm{diag}(1,-1)$ and $B=\mathrm{diag}(-1,1)$, so that $F_1(A)=F_1(B)=-1$. At $s=2$ the combination is $-A+2B=\mathrm{diag}(-3,3)$, with lowest level $-3$. The right-hand side of the claimed inequality is $-1\cdot(-1)+2\cdot(-1)=-1$, which is larger.

## Sites, levels and density matrices in Lean

The sites form a finite type `n`, and a Hamiltonian is a `Matrix n n ℂ` with a proof `hA : A.IsHermitian`. The real numbers `hA.eigenvalues i` are its levels, repeated according to multiplicity. The hypothesis `hm` says that there are at least `m` levels to fill.

`filledEnergy hA m hm` is $F_m(A)$, written as a minimum (`inf'`) over all `m`-element sets of levels. That this is the sum of the lowest levels is the content of `filledEnergy_eq_aufbau`: any set of `m` levels satisfying `IsAufbau` gives the same value, however ties at the top are resolved.

`IsDensity D m` collects the three conditions on $D$. The field `pauli` states $1-D\ge0$, which is the Pauli principle for spinless electrons: no orbital holds more than one. $D$ need not be a projector, so fractional occupations are allowed.

`filledEnergy_concave` is the inequality asked for, with `h0` and `h1` placing `s` between 0 and 1. Nothing is assumed about commutation, gaps or degeneracy. `filledEnergy_le_first_order` is the first-order bound.

Two conventions matter in Hückel work. The matrix must contain actual energies, with the negative resonance integral $\beta$ included; for a bare adjacency matrix the lowest eigenvalues would be the most antibonding levels. Spin is absent, so a closed shell of $2m$ electrons has π energy $2F_m$, and the factor 2 preserves concavity.

The model has no electron–electron interaction, no overlap matrix and no infinite lattice. Concavity holds along straight lines between Hamiltonians; it can fail along a geometry coordinate on which the matrix elements depend nonlinearly.

```lean
import Mathlib

open Matrix Finset
open scoped ComplexOrder

namespace FilledLevelEnergy

noncomputable section

variable {n : Type*} [Fintype n] [DecidableEq n]

/-- The filled-level energy: the smallest total energy of `m` distinct levels of the
Hamiltonian `A`, levels being counted with multiplicity. -/
def filledEnergy {A : Matrix n n ℂ} (hA : A.IsHermitian) (m : ℕ)
    (hm : m ≤ Fintype.card n) : ℝ :=
  (powersetCard m (univ : Finset n)).inf'
    (powersetCard_nonempty.2 (by rwa [Finset.card_univ])) (fun S => ∑ i ∈ S, hA.eigenvalues i)

/-- A set `S` of occupied levels obeys the aufbau rule when no occupied level lies above
an empty one. -/
def IsAufbau (ε : n → ℝ) (S : Finset n) : Prop :=
  ∀ i ∈ S, ∀ j, j ∉ S → ε i ≤ ε j

/-- One-particle density matrices of `m` spinless electrons: occupations lie between
zero and one, and the trace is `m`. -/
structure IsDensity (D : Matrix n n ℂ) (m : ℕ) : Prop where
  nonneg : D.PosSemidef
  pauli : (1 - D).PosSemidef
  electrons : D.trace = (m : ℂ)

/-- Fractional occupations between zero and one, with the same number of electrons, have
at least the energy of an aufbau filling. -/
theorem aufbau_le_fractional (ε p : n → ℝ) (S : Finset n) (hS : IsAufbau ε S)
    (h0 : ∀ i, 0 ≤ p i) (h1 : ∀ i, p i ≤ 1) (hp : ∑ i, p i = (S.card : ℝ)) :
    ∑ i ∈ S, ε i ≤ ∑ i, p i * ε i := by
  -- a Fermi level separating occupied from empty levels
  obtain ⟨μ, hlo, hhi⟩ : ∃ μ : ℝ, (∀ i ∈ S, ε i ≤ μ) ∧ ∀ j, j ∉ S → μ ≤ ε j := by
    rcases S.eq_empty_or_nonempty with he | hne
    · refine ⟨-∑ i, |ε i|, by simp [he], fun j _ => ?_⟩
      have h := Finset.single_le_sum (f := fun i => |ε i|)
        (fun i _ => abs_nonneg (ε i)) (Finset.mem_univ j)
      have h' := neg_abs_le (ε j)
      linarith
    · obtain ⟨k, hk, hmax⟩ := S.exists_max_image ε hne
      exact ⟨ε k, hmax, fun j hj => hS k hk j hj⟩
  have hpos : 0 ≤ ∑ j, (p j - if j ∈ S then (1 : ℝ) else 0) * (ε j - μ) := by
    refine Finset.sum_nonneg fun j _ => ?_
    by_cases hj : j ∈ S
    · rw [if_pos hj]
      exact mul_nonneg_of_nonpos_of_nonpos (sub_nonpos.2 (h1 j)) (sub_nonpos.2 (hlo j hj))
    · rw [if_neg hj, sub_zero]
      exact mul_nonneg (h0 j) (sub_nonneg.2 (hhi j hj))
  have e1 : ∑ j, (if j ∈ S then (1 : ℝ) else 0) * ε j = ∑ j ∈ S, ε j := by simp
  have e2 : ∑ j, (if j ∈ S then (1 : ℝ) else 0) = (S.card : ℝ) := by simp
  have e3 : ∑ j, (p j - if j ∈ S then (1 : ℝ) else 0) * (ε j - μ)
      = ∑ j, p j * ε j - ∑ j, (if j ∈ S then (1 : ℝ) else 0) * ε j
        - μ * (∑ j, p j - ∑ j, (if j ∈ S then (1 : ℝ) else 0)) := by
    simp only [← Finset.sum_sub_distrib, Finset.mul_sum]
    exact Finset.sum_congr rfl fun j _ => by ring
  rw [e3, e1, e2, hp, sub_self, mul_zero, sub_zero] at hpos
  linarith

/-- The filled-level energy is the sum of the level energies over any set of `m` levels
that obeys the aufbau rule. -/
theorem filledEnergy_eq_aufbau {A : Matrix n n ℂ} (hA : A.IsHermitian) {m : ℕ}
    (hm : m ≤ Fintype.card n) (S : Finset n) (hc : S.card = m)
    (hS : IsAufbau hA.eigenvalues S) :
    filledEnergy hA m hm = ∑ i ∈ S, hA.eigenvalues i := by
  apply le_antisymm
  · exact Finset.inf'_le _ (mem_powersetCard.2 ⟨subset_univ S, hc⟩)
  · refine Finset.le_inf' _ _ fun T hT => ?_
    have hTc := (mem_powersetCard.1 hT).2
    have h := aufbau_le_fractional hA.eigenvalues (fun i => if i ∈ T then 1 else 0) S hS
      (fun i => by split_ifs <;> norm_num)
      (fun i => by split_ifs <;> norm_num) (by simp [hTc, hc])
    simpa using h

/-- Some set of `m` levels obeys the aufbau rule and carries the filled-level energy. -/
theorem exists_aufbau {A : Matrix n n ℂ} (hA : A.IsHermitian) {m : ℕ}
    (hm : m ≤ Fintype.card n) :
    ∃ S : Finset n, S.card = m ∧ IsAufbau hA.eigenvalues S ∧
      filledEnergy hA m hm = ∑ i ∈ S, hA.eigenvalues i := by
  obtain ⟨S, hS, hmin⟩ := Finset.exists_mem_eq_inf'
    (powersetCard_nonempty.2 (by rwa [Finset.card_univ]) :
      (powersetCard m (univ : Finset n)).Nonempty) (fun S => ∑ i ∈ S, hA.eigenvalues i)
  have hc := (mem_powersetCard.1 hS).2
  refine ⟨S, hc, fun i hi j hj => ?_, hmin⟩
  -- moving one electron from level i to level j cannot lower the energy
  have hj' : j ∉ S.erase i := fun h => hj (Finset.mem_of_mem_erase h)
  have hT : insert j (S.erase i) ∈ powersetCard m (univ : Finset n) := by
    refine mem_powersetCard.2 ⟨subset_univ _, ?_⟩
    rw [Finset.card_insert_of_notMem hj', Finset.card_erase_add_one hi, hc]
  have hle := Finset.inf'_le (fun S => ∑ i ∈ S, hA.eigenvalues i) hT
  rw [hmin] at hle
  simp only [Finset.sum_insert hj'] at hle
  have := Finset.add_sum_erase S hA.eigenvalues hi
  linarith

/-- Every Hermitian Hamiltonian is diagonal in a unitary basis of molecular orbitals. -/
theorem exists_orbitals {A : Matrix n n ℂ} (hA : A.IsHermitian) :
    ∃ V : Matrix n n ℂ, Vᴴ * V = 1 ∧ V * Vᴴ = 1 ∧
      A = V * diagonal (fun i => (hA.eigenvalues i : ℂ)) * Vᴴ := by
  refine ⟨hA.eigenvectorUnitary, mem_unitaryGroup_iff'.1 hA.eigenvectorUnitary.2,
    mem_unitaryGroup_iff.1 hA.eigenvectorUnitary.2, ?_⟩
  have h := hA.spectral_theorem
  rw [Unitary.conjStarAlgAut_apply] at h
  exact h

/-- The energy of a density matrix is the sum of level energies weighted by the
occupations of the molecular orbitals. -/
theorem energy_eq_occupations {A V : Matrix n n ℂ} (ε : n → ℝ)
    (hV : A = V * diagonal (fun i => (ε i : ℂ)) * Vᴴ) (D : Matrix n n ℂ) :
    (D * A).trace.re = ∑ i, ((Vᴴ * D * V) i i).re * ε i := by
  have h : (D * A).trace = (Vᴴ * D * V * diagonal (fun i => (ε i : ℂ))).trace := by
    rw [hV, ← Matrix.mul_assoc, Matrix.trace_mul_comm]
    simp only [Matrix.mul_assoc]
  rw [h, Matrix.trace, Complex.re_sum]
  refine Finset.sum_congr rfl fun i _ => ?_
  rw [Matrix.diag_apply, Matrix.mul_diagonal, Complex.re_mul_ofReal]

/-- Variational principle: every density matrix of `m` electrons has at least the
filled-level energy. -/
theorem filledEnergy_le {A : Matrix n n ℂ} (hA : A.IsHermitian) {m : ℕ}
    (hm : m ≤ Fintype.card n) {D : Matrix n n ℂ} (hD : IsDensity D m) :
    filledEnergy hA m hm ≤ (D * A).trace.re := by
  obtain ⟨V, hV1, hV2, hV⟩ := exists_orbitals hA
  obtain ⟨S, hc, hS, hE⟩ := exists_aufbau hA hm
  rw [hE, energy_eq_occupations _ hV D]
  refine aufbau_le_fractional _ _ S hS (fun i => ?_) (fun i => ?_) ?_
  · exact (Complex.le_def.1 (hD.nonneg.conjTranspose_mul_mul_same V).diag_nonneg).1
  · have h := (hD.pauli.conjTranspose_mul_mul_same V).diag_nonneg (i := i)
    rw [Matrix.mul_sub, Matrix.sub_mul, Matrix.mul_one, hV1] at h
    have h' := (Complex.le_def.1 h).1
    simp only [Matrix.sub_apply, Matrix.one_apply_eq, Complex.sub_re, Complex.one_re,
      Complex.zero_re] at h'
    linarith
  · have h : (Vᴴ * D * V).trace = (m : ℂ) := by
      rw [Matrix.trace_mul_comm, ← Matrix.mul_assoc, hV2, Matrix.one_mul, hD.electrons]
    have h' := congrArg Complex.re h
    rw [Matrix.trace, Complex.re_sum, Complex.natCast_re] at h'
    rw [hc]
    exact h'

/-- Some density matrix of `m` electrons has exactly the filled-level energy. -/
theorem exists_density {A : Matrix n n ℂ} (hA : A.IsHermitian) {m : ℕ}
    (hm : m ≤ Fintype.card n) :
    ∃ D : Matrix n n ℂ, IsDensity D m ∧ (D * A).trace.re = filledEnergy hA m hm := by
  obtain ⟨V, hV1, hV2, hV⟩ := exists_orbitals hA
  obtain ⟨S, hc, -, hE⟩ := exists_aufbau hA hm
  -- the projector on the filled orbitals
  let Q : Matrix n n ℂ := diagonal (fun i => if i ∈ S then 1 else 0)
  have hQ : Q.PosSemidef := posSemidef_diagonal_iff.2 fun i => by split_ifs <;> simp
  have hQ' : (1 - Q).PosSemidef := by
    have h : 1 - Q = diagonal (fun i => if i ∈ S then (0 : ℂ) else 1) := by
      ext i j
      by_cases hij : i = j
      · subst hij
        by_cases hi : i ∈ S <;> simp [Q, hi]
      · simp [Q, hij]
    rw [h]
    exact posSemidef_diagonal_iff.2 fun i => by split_ifs <;> simp
  refine ⟨V * Q * Vᴴ, ⟨hQ.mul_mul_conjTranspose_same V, ?_, ?_⟩, ?_⟩
  · have h := hQ'.mul_mul_conjTranspose_same V
    rwa [Matrix.mul_sub, Matrix.sub_mul, Matrix.mul_one, hV2] at h
  · rw [Matrix.trace_mul_comm, ← Matrix.mul_assoc, hV1, Matrix.one_mul]
    simp [Q, Matrix.trace, hc]
  · have h : Vᴴ * (V * Q * Vᴴ) * V = Q := by
      calc Vᴴ * (V * Q * Vᴴ) * V = (Vᴴ * V) * Q * (Vᴴ * V) := by
            simp only [Matrix.mul_assoc]
        _ = Q := by rw [hV1, Matrix.one_mul, Matrix.mul_one]
    rw [energy_eq_occupations _ hV, h, hE]
    simp [Q, apply_ite Complex.re]

omit [Fintype n] [DecidableEq n] in
/-- A real linear mixture of two Hermitian Hamiltonians is Hermitian. -/
theorem isHermitian_mix {A B : Matrix n n ℂ} (hA : A.IsHermitian) (hB : B.IsHermitian)
    (s : ℝ) : ((1 - s) • A + s • B).IsHermitian := by
  unfold Matrix.IsHermitian
  rw [conjTranspose_add, conjTranspose_smul, conjTranspose_smul, hA.eq, hB.eq,
    star_trivial, star_trivial]

/-- Concavity of the filled-level energy: the `m` lowest levels of a mixture of two
Hamiltonians have at least the correspondingly mixed energy of the separate fillings. -/
theorem filledEnergy_concave {A B : Matrix n n ℂ} (hA : A.IsHermitian)
    (hB : B.IsHermitian) {m : ℕ} (hm : m ≤ Fintype.card n) {s : ℝ} (h0 : 0 ≤ s)
    (h1 : s ≤ 1) :
    (1 - s) * filledEnergy hA m hm + s * filledEnergy hB m hm
      ≤ filledEnergy (isHermitian_mix hA hB s) m hm := by
  -- the optimal density matrix of the mixture is a trial state for A and for B
  obtain ⟨D, hD, hE⟩ := exists_density (isHermitian_mix hA hB s) hm
  rw [← hE, Matrix.mul_add, Matrix.trace_add, Matrix.mul_smul, Matrix.mul_smul,
    Matrix.trace_smul, Matrix.trace_smul, Complex.add_re, Complex.smul_re, Complex.smul_re,
    smul_eq_mul, smul_eq_mul]
  exact add_le_add
    (mul_le_mul_of_nonneg_left (filledEnergy_le hA hm hD) (sub_nonneg.2 h1))
    (mul_le_mul_of_nonneg_left (filledEnergy_le hB hm hD) h0)

/-- First-order bound: if a density matrix `D` of `m` electrons has the filled-level energy of `A`,
then the filled-level energy of `B` is at most that of `A` plus the expectation value of the change
`B - A` in `D`. -/
theorem filledEnergy_le_first_order {A B : Matrix n n ℂ} (hA : A.IsHermitian)
    (hB : B.IsHermitian) {m : ℕ} (hm : m ≤ Fintype.card n) {D : Matrix n n ℂ}
    (hD : IsDensity D m) (hE : (D * A).trace.re = filledEnergy hA m hm) :
    filledEnergy hB m hm ≤ filledEnergy hA m hm + (D * (B - A)).trace.re := by
  have h := filledEnergy_le hB hm hD
  rw [Matrix.mul_sub, Matrix.trace_sub, Complex.sub_re, hE]
  linarith

end

end FilledLevelEnergy
```

```lean
#print axioms FilledLevelEnergy.filledEnergy_eq_aufbau
#print axioms FilledLevelEnergy.filledEnergy_concave
#print axioms FilledLevelEnergy.filledEnergy_le_first_order
```

```
'FilledLevelEnergy.filledEnergy_eq_aufbau' depends on axioms: [propext, Classical.choice, Quot.sound]
'FilledLevelEnergy.filledEnergy_concave' depends on axioms: [propext, Classical.choice, Quot.sound]
'FilledLevelEnergy.filledEnergy_le_first_order' depends on axioms: [propext, Classical.choice, Quot.sound]
```

## From the exchange of one electron to the final inequality

`aufbau_le_fractional` is the threshold argument. Its case split treats an empty `S` separately, taking `μ` to be minus the sum of all `|ε i|`; otherwise `exists_max_image` picks the highest occupied level. `hpos` is the sum of non-negative products, `e3` expands it, and the particle-number condition removes the term with `μ`.

`filledEnergy_eq_aufbau` applies this lemma to the occupations 0 and 1 of each competing set `T`. `exists_aufbau` takes a minimising set and compares it with `insert j (S.erase i)`, which is the one-electron move from `i` to `j`.

`exists_orbitals` extracts $V$ from Mathlib's spectral theorem, and `energy_eq_occupations` uses cyclicity of the trace to turn the energy into a weighted sum of levels. In `filledEnergy_le`, the three remaining goals are $p_i\ge0$, $p_i\le1$ and $\sum_i p_i=m$. The first two follow because $V^\dagger DV$ and $V^\dagger(1-D)V$ are positive semidefinite and so have non-negative diagonals.

`exists_density` builds the projector $VQV^\dagger$, checks the three density-matrix conditions and computes its energy. `isHermitian_mix` shows that the mixture is Hermitian for every real `s`, so that its filled-level energy is defined.

In `filledEnergy_concave`, `exists_density` supplies the optimal `D` for the mixture, and the rewriting splits its energy into the parts from `A` and `B`. The last step multiplies the two variational bounds by $1-s$ and $s$ and adds them; this is where `h1` and `h0` enter, since both weights must be non-negative. `filledEnergy_le_first_order` needs only the variational bound for `B` and linearity of the trace.
